# Orthonormal trial functions and partial waves with invertible overlap can be mixed to give mutually orthogonal dual projectors

Let \(F\) and \(\Phi\) be complex \(n\times m\) matrices with orthonormal columns and invertible overlap \(F^H\Phi\). Then there are unitary matrices \(V, W\) and numbers \(s_i\in(0,1]\) with

\[ (FV)^H(\Phi W)=\mathrm{diag}(s_i). \]

For every such choice, the columns of \(P=FV\,\mathrm{diag}(1/s_i)\) are mutually orthogonal, have norms \(1/s_i\), and are dual to the columns of \(\Phi W\), that is, \(P^H\Phi W=1\).

In the projector augmented-wave (PAW) and ultrasoft methods, each projector reads off how much of its own pseudo partial wave a smooth wavefunction contains near the atom, so projectors and partial waves must be dual. One starts from trial functions localised near the atom, the columns of \(F\), and combines them until they are dual to the partial waves, the columns of \(\Phi\). The result says that duality and mutual orthogonality can be had together if the partial waves are mixed as well, and that each projector's norm is then fixed by an overlap.

## Functions as columns, and the mixing that is sought

```lean
import Mathlib

open Matrix

namespace PrincipalAngleMixing

noncomputable section

variable {n m : Type*} [Fintype n] [Fintype m] [DecidableEq m]
```

The type `n` labels basis coefficients and `m` labels the functions; both are finite. This covers continuous functions too: finitely many functions that are square-integrable over the augmentation sphere span a finite-dimensional space, and their coefficients in an orthonormal basis of that space reproduce all their inner products exactly.

```lean
/-- The diagonal complex matrix with real entries `s i`. -/
def realDiagonal (s : m → ℝ) : Matrix m m ℂ := diagonal fun i => (s i : ℂ)

/-- The Euclidean norm of the function stored in column `i` of `A`. -/
def columnNorm (A : Matrix n m ℂ) (i : m) : ℝ := √(∑ k, ‖A k i‖ ^ 2)
```

The norm is the plain Euclidean one. Samples on a radial grid fit this once the square roots of the quadrature weights are absorbed into them.

```lean
/-- Unitary mixings `V` of the trial projector functions `F` and `W` of the partial waves `Φ`
that make their overlap matrix diagonal with positive entries `s i`. -/
structure PrincipalMixing (F Φ : Matrix n m ℂ) (V W : Matrix m m ℂ) (s : m → ℝ) : Prop where
  unitary_left : V ∈ unitaryGroup m ℂ
  unitary_right : W ∈ unitaryGroup m ℂ
  pos : ∀ i, 0 < s i
  overlap : (F * V)ᴴ * (Φ * W) = realDiagonal s
```

`PrincipalMixing` is this note's name for a singular value decomposition of the overlap, \(F^H\Phi=V\,\mathrm{diag}(s)\,W^H\), with all singular values positive. The \(s_i\) are cosines of the principal angles between the two spans when the columns of \(F\) and \(\Phi\) are orthonormal.

```lean
/-- The projectors `F V diag(1/s)`: mixed trial functions, each divided by its overlap `s i`.
The domain is `s i ≠ 0` for all `i`. -/
def mixedProjector (F : Matrix n m ℂ) (V : Matrix m m ℂ) (s : m → ℝ) : Matrix n m ℂ :=
  F * V * realDiagonal fun i => (s i)⁻¹
```

"Projector" has its PAW meaning here: a function to take inner products with, not an idempotent operator.

Four lemmas supply the matrix algebra. Real diagonal matrices are Hermitian and multiply entrywise, the diagonal of \(A^HA\) holds the squared column norms of \(A\), and unitary mixing preserves orthonormality, since \((FV)^H(FV)=V^HF^HFV=V^HV=1\).

```lean
omit [Fintype m] in
/-- A real diagonal matrix is Hermitian. -/
theorem realDiagonal_conjTranspose (s : m → ℝ) : (realDiagonal s)ᴴ = realDiagonal s := by
  unfold realDiagonal
  rw [diagonal_conjTranspose]
  congr 1
  funext i
  exact Complex.conj_ofReal (s i)

/-- Real diagonal matrices multiply entry by entry. -/
theorem realDiagonal_mul (s t : m → ℝ) :
    realDiagonal s * realDiagonal t = realDiagonal fun i => s i * t i := by
  simp [realDiagonal, diagonal_mul_diagonal]

omit [Fintype m] [DecidableEq m] in
/-- The diagonal entries of a Gram matrix are the squared norms of the columns. -/
theorem gram_apply_self (A : Matrix n m ℂ) (i : m) :
    (Aᴴ * A) i i = ((columnNorm A i ^ 2 : ℝ) : ℂ) := by
  unfold columnNorm
  rw [Real.sq_sqrt (by positivity), Matrix.mul_apply]
  push_cast
  refine Finset.sum_congr rfl fun k _ => ?_
  rw [conjTranspose_apply]
  exact Complex.conj_mul' _

/-- Unitary mixing keeps orthonormal columns orthonormal. -/
theorem orthonormal_mix {F : Matrix n m ℂ} {V : Matrix m m ℂ} (hF : Fᴴ * F = 1)
    (hV : V ∈ unitaryGroup m ℂ) : (F * V)ᴴ * (F * V) = 1 := by
  have hV1 : Vᴴ * V = 1 := mem_unitaryGroup_iff'.mp hV
  calc (F * V)ᴴ * (F * V) = Vᴴ * ((Fᴴ * F) * V) := by
        simp only [conjTranspose_mul, Matrix.mul_assoc]
    _ = 1 := by rw [hF, Matrix.one_mul, hV1]
```

The counter-examples below are ordinary arithmetic, not Lean theorems.

## Invertible overlap: every partial wave is seen by the trial functions

Physically, `IsUnit (Fᴴ * Φ)` says that no combination of partial waves with coefficients not all zero is orthogonal to all trial functions. It is what makes a mixing exist.

By hand, put \(M=F^H\Phi\). The matrix \(M^HM\) is Hermitian, so \(M^HM=W\,\mathrm{diag}(l)\,W^H\) with \(W\) unitary and \(l\) real. Hence

\[ (MW)^H(MW)=W^HM^HMW=\mathrm{diag}(l), \]

and each \(l_i\) is the squared norm of a column of \(MW\), so \(l_i\ge 0\). Since \(M\) and \(W\) are invertible, so is \(\mathrm{diag}(l)\), and no \(l_i\) vanishes. Set \(s_i=\sqrt{l_i}\) and \(V=MW\,\mathrm{diag}(1/s)\). Then

\[ V^HMW=\mathrm{diag}(1/s)\,\mathrm{diag}(l)=\mathrm{diag}(s),\qquad V^HV=(V^HMW)\,\mathrm{diag}(1/s)=1. \]

The first equation is the required overlap, because \((FV)^H(\Phi W)=V^HMW\).

```lean
/-- If the overlap matrix `Fᴴ Φ` is invertible, unitary mixings exist that make it diagonal
with positive entries. -/
theorem exists_principalMixing {F Φ : Matrix n m ℂ} (h : IsUnit (Fᴴ * Φ)) :
    ∃ V W s, PrincipalMixing F Φ V W s := by
  obtain ⟨M, hM⟩ : ∃ M, M = Fᴴ * Φ := ⟨_, rfl⟩
  rw [← hM] at h
  have hH : (Mᴴ * M).IsHermitian := isHermitian_conjTranspose_mul_self M
  -- diagonalise the squared overlap
  obtain ⟨W, hW, l, hl⟩ : ∃ W ∈ unitaryGroup m ℂ, ∃ l : m → ℝ,
      Mᴴ * M = W * realDiagonal l * Wᴴ := by
    refine ⟨hH.eigenvectorUnitary, hH.eigenvectorUnitary.2, hH.eigenvalues, ?_⟩
    have h := hH.spectral_theorem
    rw [Unitary.conjStarAlgAut_apply] at h
    exact h
  have hW1 : Wᴴ * W = 1 := mem_unitaryGroup_iff'.mp hW
  have hD : (M * W)ᴴ * (M * W) = realDiagonal l := by
    calc (M * W)ᴴ * (M * W) = Wᴴ * (Mᴴ * M) * W := by
          simp only [conjTranspose_mul, Matrix.mul_assoc]
      _ = (Wᴴ * W) * realDiagonal l * (Wᴴ * W) := by
          rw [hl]; simp only [Matrix.mul_assoc]
      _ = realDiagonal l := by rw [hW1, Matrix.one_mul, Matrix.mul_one]
  -- its eigenvalues are squared norms, and none vanishes
  have hl0 : ∀ i, 0 < l i := by
    intro i
    have h1 : l i = columnNorm (M * W) i ^ 2 := by
      have h2 := gram_apply_self (M * W) i
      rw [hD, realDiagonal, diagonal_apply_eq] at h2
      exact_mod_cast h2
    have h3 : 0 ≤ l i := by rw [h1]; positivity
    have hX : IsUnit (M * W) := h.mul ⟨⟨W, Wᴴ, mul_eq_one_comm.mp hW1, hW1⟩, rfl⟩
    have hu : IsUnit (realDiagonal l) := by
      rw [← hD]
      exact hX.star.mul hX
    rw [realDiagonal, isUnit_iff_isUnit_det, det_diagonal, isUnit_iff_ne_zero,
      Finset.prod_ne_zero_iff] at hu
    have h4 : l i ≠ 0 := by exact_mod_cast hu i (Finset.mem_univ i)
    exact lt_of_le_of_ne h3 h4.symm
  have hs : ∀ i, 0 < √(l i) := fun i => Real.sqrt_pos.mpr (hl0 i)
  have e : (fun i => (√(l i))⁻¹ * l i) = fun i => √(l i) := by
    funext i
    rw [inv_mul_eq_iff_eq_mul₀ (hs i).ne', Real.mul_self_sqrt (hl0 i).le]
  have hVM : (M * W * realDiagonal fun i => (√(l i))⁻¹)ᴴ * (M * W)
      = realDiagonal fun i => √(l i) := by
    rw [conjTranspose_mul, realDiagonal_conjTranspose, Matrix.mul_assoc, hD,
      realDiagonal_mul, e]
  refine ⟨M * W * realDiagonal fun i => (√(l i))⁻¹, W, fun i => √(l i), ?_, hW, hs, ?_⟩
  · rw [mem_unitaryGroup_iff', star_eq_conjTranspose, ← Matrix.mul_assoc, hVM,
      realDiagonal_mul]
    have e1 : (fun i => √(l i) * (√(l i))⁻¹) = fun _ => (1 : ℝ) :=
      funext fun i => mul_inv_cancel₀ (hs i).ne'
    rw [e1]
    simp [realDiagonal]
  · rw [← hVM, conjTranspose_mul F, Matrix.mul_assoc, ← Matrix.mul_assoc Fᴴ, ← hM]
```

The proof takes the same route. `spectral_theorem` supplies \(W\) and \(l\), and `hD` is the first display. In `hl0`, `gram_apply_self` gives nonnegativity, and a nonzero determinant, the product of the \(l_i\), excludes zeros. `hVM` is \(V^HMW=\mathrm{diag}(s)\), from which the last two bullets derive unitarity and the overlap.

Without invertibility there is no principal mixing at all: \(V\,\mathrm{diag}(s)\,W^H\) with positive \(s_i\) is always invertible.

## Positive diagonal overlaps: duality by division

The field `overlap` says that each mixed trial function overlaps only with its own mixed partial wave, and `pos` says that this overlap is positive. By hand,

\[ P^H\Phi W=\mathrm{diag}(1/s)\,(FV)^H(\Phi W)=\mathrm{diag}(1/s)\,\mathrm{diag}(s)=1. \]

```lean
/-- For a principal mixing, the mixed projectors are dual to the mixed partial waves. -/
theorem mixedProjector_dual {F Φ : Matrix n m ℂ} {V W : Matrix m m ℂ} {s : m → ℝ}
    (h : PrincipalMixing F Φ V W s) : (mixedProjector F V s)ᴴ * (Φ * W) = 1 := by
  rw [mixedProjector, conjTranspose_mul, realDiagonal_conjTranspose, Matrix.mul_assoc,
    h.overlap, realDiagonal_mul]
  have e : (fun i => (s i)⁻¹ * s i) = fun _ => (1 : ℝ) :=
    funext fun i => inv_mul_cancel₀ (h.pos i).ne'
  rw [e]
  simp [realDiagonal]
```

The proof substitutes `h.overlap` and cancels \(s_i^{-1}s_i\), the only place where `pos` enters. Orthonormality is not used. If some \(s_i\) were zero, the mixed trial function \(i\) would be orthogonal to its partial wave, and no rescaling could bring their overlap to 1.

## Orthonormal trial functions: orthogonal projectors of known norm

The hypothesis `hF : Fᴴ * F = 1` says that the trial functions were orthonormalised before mixing. By hand it enters the Gram matrix of the projectors:

\[ P^HP=\mathrm{diag}(1/s)\,(FV)^H(FV)\,\mathrm{diag}(1/s)=\mathrm{diag}(1/s^2). \]

The zeros off the diagonal are the mutual orthogonality. The diagonal gives squared norms \(1/s_i^2\), hence norms \(1/s_i\). In the code this is `hG`, inside `distance_sq` below, where `orthonormal_mix hF` removes the middle factor.

Unit norm of the trial functions alone is not enough. Take \(\Phi\) with columns \((1,0,0)\) and \((0,1,0)\), and \(F\) with columns \((0.8,0,0.6)\) and \((0,0.6,0.8)\). The overlap is already diagonal, so \(V=W=1\) is a principal mixing. The projectors are \((1,0,3/4)\) and \((0,1,4/3)\), whose inner product is 1.

## Orthonormal partial waves: overlaps of at most one

The hypothesis `hΦ : Φᴴ * Φ = 1` says the same of the partial waves. PAW partial waves are not orthonormal in general, so it stands for an orthonormalisation carried out first. By hand it enters the comparison of each projector with its partial wave:

\[ (P-\Phi W)^H(P-\Phi W)=P^HP-P^H\Phi W-(\Phi W)^HP+(\Phi W)^H\Phi W=\mathrm{diag}(1/s^2)-1. \]

The two cross terms are \(-1\) each by duality, and the last term is \(+1\) by orthonormality. The squared distance is therefore \(1/s_i^2-1\). It is nonnegative, so \(s_i\le 1\). With \(s_i=\cos\theta_i\), it equals \(\tan^2\theta_i\).

```lean
/-- For a principal mixing of orthonormal trial functions and orthonormal partial waves, the mixed
projectors have the Gram matrix `diag(1/s²)`, and the squared distance between a mixed projector and
its mixed partial wave is `1/s² - 1`. -/
theorem distance_sq {F Φ : Matrix n m ℂ} {V W : Matrix m m ℂ} {s : m → ℝ}
    (hF : Fᴴ * F = 1) (hΦ : Φᴴ * Φ = 1) (h : PrincipalMixing F Φ V W s) (i : m) :
    (mixedProjector F V s)ᴴ * mixedProjector F V s = realDiagonal (fun j => (s j)⁻¹ ^ 2) ∧
    columnNorm (mixedProjector F V s - Φ * W) i ^ 2 = (s i)⁻¹ ^ 2 - 1 := by
  have hG : (mixedProjector F V s)ᴴ * mixedProjector F V s
      = realDiagonal (fun j => (s j)⁻¹ ^ 2) := by
    rw [mixedProjector, conjTranspose_mul, realDiagonal_conjTranspose, Matrix.mul_assoc,
      ← Matrix.mul_assoc (F * V)ᴴ, orthonormal_mix hF h.unitary_left, Matrix.one_mul,
      realDiagonal_mul]
    simp only [pow_two]
  refine ⟨hG, ?_⟩
  have hd := mixedProjector_dual h
  have hd' : (Φ * W)ᴴ * mixedProjector F V s = 1 := by
    have h1 := congrArg conjTranspose hd
    rwa [conjTranspose_mul, conjTranspose_conjTranspose, conjTranspose_one] at h1
  -- expand the Gram matrix of the difference
  have key : (mixedProjector F V s - Φ * W)ᴴ * (mixedProjector F V s - Φ * W)
      = realDiagonal (fun j => (s j)⁻¹ ^ 2) - 1 := by
    rw [conjTranspose_sub, Matrix.sub_mul, Matrix.mul_sub, Matrix.mul_sub, hG, hd, hd',
      orthonormal_mix hΦ h.unitary_right]
    abel
  have h2 := gram_apply_self (mixedProjector F V s - Φ * W) i
  rw [key, Matrix.sub_apply, realDiagonal, diagonal_apply_eq, Matrix.one_apply_eq] at h2
  exact_mod_cast h2.symm
```

Here `key` is the expansion, and `gram_apply_self` reads off its diagonal.

Orthogonal partial waves without normalisation do not suffice for the bound. With one function, \(F=(1)\) and \(\Phi=(2)\) give \(s=2\). The projector is then \(1/2\), still dual to the partial wave and of norm \(1/s\). Of the properties listed in the main theorem below, only \(s\le 1\) is lost; the distance formula above fails as well.

The main theorem assembles these parts. It states that a mixing exists and that the properties hold for every mixing, not just for the one constructed.

```lean
/-- Let `F` and `Φ` have orthonormal columns and an invertible overlap matrix. Then a principal
mixing exists, and for every one the overlaps are at most 1 and the mixed projectors are dual to
the mixed partial waves, mutually orthogonal, and of norm `1/s i`. -/
theorem principal_angle_mixing {F Φ : Matrix n m ℂ} (hF : Fᴴ * F = 1) (hΦ : Φᴴ * Φ = 1)
    (hinv : IsUnit (Fᴴ * Φ)) :
    (∃ V W s, PrincipalMixing F Φ V W s) ∧
    ∀ V W s, PrincipalMixing F Φ V W s →
      (∀ i, s i ≤ 1) ∧
      (mixedProjector F V s)ᴴ * (Φ * W) = 1 ∧
      (∀ i j, i ≠ j → ((mixedProjector F V s)ᴴ * mixedProjector F V s) i j = 0) ∧
      ∀ i, columnNorm (mixedProjector F V s) i = 1 / s i := by
  refine ⟨exists_principalMixing hinv, fun V W s h =>
    ⟨fun i => ?_, mixedProjector_dual h, fun i j hij => ?_, fun i => ?_⟩⟩
  · -- a squared distance is nonnegative, so `1 ≤ 1/s²`
    have h1 := (distance_sq hF hΦ h i).2
    have h2 : 1 ≤ (s i)⁻¹ ^ 2 := by
      linarith [sq_nonneg (columnNorm (mixedProjector F V s - Φ * W) i)]
    have h3 : s i ^ 2 * (s i)⁻¹ ^ 2 = 1 := by
      rw [← mul_pow, mul_inv_cancel₀ (h.pos i).ne', one_pow]
    have h4 := mul_le_mul_of_nonneg_left h2 (sq_nonneg (s i))
    nlinarith [h.pos i]
  · rw [(distance_sq hF hΦ h i).1, realDiagonal, diagonal_apply_ne _ hij]
  · have h1 := gram_apply_self (mixedProjector F V s) i
    rw [(distance_sq hF hΦ h i).1, realDiagonal, diagonal_apply_eq] at h1
    have h2 : (s i)⁻¹ ^ 2 = columnNorm (mixedProjector F V s) i ^ 2 := by exact_mod_cast h1
    rw [one_div]
    exact ((sq_eq_sq₀ (inv_pos.mpr (h.pos i)).le (Real.sqrt_nonneg _)).mp h2).symm
```

Its first bullet turns the nonnegative squared distance into \(s_i\le 1\), the second reads an off-diagonal entry of the Gram matrix, and the third takes the positive square root of a diagonal one.

## The partial-wave expansion does not depend on the mixing

Principal mixings of one or more functions are not unique: phases can always be changed, and equal \(s_i\) allow more freedom. The operator \(\Phi WP^H\), which sends a smooth wavefunction to its partial-wave expansion, is unaffected. Duality reads \(\mathrm{diag}(1/s)\,V^HMW=1\). For square matrices a one-sided inverse is two-sided, so \(W\,\mathrm{diag}(1/s)\,V^HM=1\), which means \(M^{-1}=W\,\mathrm{diag}(1/s)\,V^H\). Therefore

\[ \Phi WP^H=\Phi W\,\mathrm{diag}(1/s)\,V^HF^H=\Phi(F^H\Phi)^{-1}F^H. \]

```lean
/-- The operator built from mixed partial waves and mixed projectors equals `Φ (Fᴴ Φ)⁻¹ Fᴴ`,
whichever principal mixing is used. -/
theorem projection_independent_of_mixing {F Φ : Matrix n m ℂ} {V W : Matrix m m ℂ} {s : m → ℝ}
    (h : PrincipalMixing F Φ V W s) :
    Φ * W * (mixedProjector F V s)ᴴ = Φ * (Fᴴ * Φ)⁻¹ * Fᴴ := by
  have h2 : ((realDiagonal fun i => (s i)⁻¹) * Vᴴ * (Fᴴ * Φ)) * W = 1 := by
    rw [← mixedProjector_dual h]
    simp only [mixedProjector, conjTranspose_mul, realDiagonal_conjTranspose, Matrix.mul_assoc]
  -- a one-sided inverse of a square matrix is its inverse
  have h1 : (W * ((realDiagonal fun i => (s i)⁻¹) * Vᴴ)) * (Fᴴ * Φ) = 1 := by
    rw [Matrix.mul_assoc]
    exact mul_eq_one_comm.mp h2
  rw [inv_eq_left_inv h1]
  simp only [mixedProjector, conjTranspose_mul, realDiagonal_conjTranspose, Matrix.mul_assoc]

end

end PrincipalAngleMixing
```

The only hypothesis is a principal mixing, which already makes \(F^H\Phi\) invertible; neither set of functions need be orthonormal. In the proof, `mul_eq_one_comm` moves \(W\) to the front and `inv_eq_left_inv` identifies the inverse.

```lean
#print axioms PrincipalAngleMixing.mixedProjector_dual
-- 'PrincipalAngleMixing.mixedProjector_dual' depends on axioms: [propext, Classical.choice, Quot.sound]
#print axioms PrincipalAngleMixing.principal_angle_mixing
-- 'PrincipalAngleMixing.principal_angle_mixing' depends on axioms: [propext, Classical.choice, Quot.sound]
#print axioms PrincipalAngleMixing.projection_independent_of_mixing
-- 'PrincipalAngleMixing.projection_independent_of_mixing' depends on axioms: [propext, Classical.choice, Quot.sound]
```

## Two functions in three dimensions

Let \(F\) have columns \((1,0,0)\) and \((0,1,0)\), and let \(\Phi\) have columns \((2,-1,2)/3\) and \((-1,2,2)/3\). Then

\[ F^H\Phi=\frac13\begin{pmatrix}2&-1\\-1&2\end{pmatrix},\qquad V=W=\frac1{\sqrt2}\begin{pmatrix}1&1\\1&-1\end{pmatrix},\qquad s=(1/3,\,1). \]

The mixed partial waves are \((1,1,4)/(3\sqrt2)\) and \((1,-1,0)/\sqrt2\). The projectors are \(3(1,1,0)/\sqrt2\) and \((1,-1,0)/\sqrt2\), orthogonal and of norms 3 and 1. The first differs from its partial wave by \((8,8,-4)/(3\sqrt2)\), whose squared norm is \(144/18=8=1/s_1^2-1\). Without mixing, the dual projectors in the same span are \((2,1,0)\) and \((1,2,0)\), with inner product 4.

## Mixing within one angular-momentum channel

Consider an atomic dataset with two partial waves in the \(d\) channel. After the trial functions and the pseudo partial waves are each orthonormalised, with the all-electron partial waves put through the same linear combinations as the pseudo ones, four radial integrals give the \(2\times2\) overlap, and its singular value decomposition gives \(V\), \(s\) and \(W\). The projectors become \(FV\,\mathrm{diag}(1/s)\), and the pseudo and all-electron partial waves are both mixed with \(W\). A matrix \(D\) of nonlocal coefficients that belonged to the projectors dual to the orthonormalised but unmixed partial waves becomes \(W^HDW\), which leaves the nonlocal operator unchanged. A small \(s_i\) shows up as a projector of large norm: the amplitude it reads from a wavefunction \(\psi\) can be as large as \(\|\psi\|/s_i\).
